# Replacing unequal positive mode frequencies by their mean keeps the zero-point energy and raises the harmonic free energy at every \(T>0\)

A lattice-dynamics calculation on a finite cell, or a normal-mode analysis of a molecule, gives a list of vibrational frequencies. An Einstein-type model replaces the list by one frequency. If that frequency is the arithmetic mean, what happens to the zero-point energy and to the free energy, and how large is the change when the system is hot?

Let there be \(N\) independent harmonic modes with frequencies \(w_i>0\), and use units with \(\hbar=k_B=1\), so that frequencies and the temperature \(T\) are energies. In Lean the modes are labelled by a finite type `ι`, the spectrum is a function `w : ι → ℝ`, and \(N\) is `Fintype.card ι`.

```lean
import Mathlib

open Filter Topology Set

namespace MeanFrequencyReplacement

noncomputable section

variable {ι : Type*} [Fintype ι]
```

The mean is \(m=\frac1N\sum_i w_i\). The spectrum with every frequency replaced by \(m\) is the constant function `fun _ : ι => meanFreq w`.

```lean
/-- Arithmetic mean of the mode frequencies, for a nonempty set of modes. -/
def meanFreq (w : ι → ℝ) : ℝ := (∑ i, w i) / (Fintype.card ι : ℝ)
```

The zero-point energy is \(E_0=\sum_i w_i/2\).

```lean
/-- Zero-point energy of harmonic modes, in units with `ħ = 1`. -/
def zeroPoint (w : ι → ℝ) : ℝ := ∑ i, w i / 2
```

One mode has the partition function \(\sum_{n\ge0}e^{-(n+1/2)w/T}=1/(2\sinh(w/2T))\). Taking \(-T\ln\) of it and adding the modes gives

\[ F_w(T)=\sum_i T\ln\!\left(2\sinh\frac{w_i}{2T}\right). \]

The code takes this formula as its definition. It defines `zeroPoint` separately and does not derive it as the limit of `freeEnergy` for \(T\to0^+\).

```lean
/-- Harmonic free energy of modes with positive frequencies `w i` at temperature `T > 0`,
in units with `ħ = k_B = 1`. -/
def freeEnergy (w : ι → ℝ) (T : ℝ) : ℝ := ∑ i, T * Real.log (2 * Real.sinh (w i / (2 * T)))
```

Write \(x=w/(2T)\). The classical free energy of a mode is \(T\ln(w/T)=T\ln(2x)\). What the quantum expression adds to it, divided by \(T\), is \(q(x)=\ln(\sinh x/x)\).

```lean
/-- Quantum correction to the free energy of one mode, divided by `T`, as a function of
`x = w / (2 T) > 0`. -/
def quantumPart (x : ℝ) : ℝ := Real.log (Real.sinh x / x)
```

The frequencies do not depend on temperature, and zero-frequency modes, such as rigid translations, have to be removed first. Where the modes are required to be "not all equal", the hypothesis is `∃ i j, w i ≠ w j`, which forces \(N\ge2\).

## (a) Concavity of \(\ln(2\sinh x)\)

Let \(L(x)=\ln(2\sinh x)\). Show that for distinct \(x,y>0\) and \(0<\lambda<1\)

\[ L(\lambda x+(1-\lambda)y)>\lambda L(x)+(1-\lambda)L(y). \]

The derivative is \(L'(x)=\cosh x/\sinh x\). For \(0<x<y\),

\[ \frac{\cosh x}{\sinh x}-\frac{\cosh y}{\sinh y}=\frac{\sinh(y-x)}{\sinh x\,\sinh y}>0, \]

so \(L'\) strictly decreases and \(L\) is strictly concave.

In the code `hd` is the derivative. `div_lt_div_iff₀` clears the two positive denominators, and `Real.sinh_sub` expands \(\sinh(y-x)\).

```lean
/-- The function `ln (2 sinh x)` is strictly concave for `x > 0`. -/
theorem strictConcaveOn_log_sinh :
    StrictConcaveOn ℝ (Ioi 0) (fun x : ℝ => Real.log (2 * Real.sinh x)) := by
  have hd : ∀ x : ℝ, 0 < x →
      HasDerivAt (fun x : ℝ => Real.log (2 * Real.sinh x)) (Real.cosh x / Real.sinh x) x := by
    intro x hx
    have hs := Real.sinh_pos_iff.mpr hx
    exact (((Real.hasDerivAt_sinh x).const_mul 2).log (mul_pos two_pos hs).ne').congr_deriv
      (mul_div_mul_left _ _ two_ne_zero)
  apply StrictAntiOn.strictConcaveOn_of_deriv (convex_Ioi 0)
    (fun x hx => (hd x hx).continuousAt.continuousWithinAt)
  rw [interior_Ioi]
  intro x hx y hy hxy
  -- the hyperbolic cotangent decreases because `sinh (y - x) > 0`
  rw [(hd x hx).deriv, (hd y hy).deriv,
    div_lt_div_iff₀ (Real.sinh_pos_iff.mpr hy) (Real.sinh_pos_iff.mpr hx)]
  have h := Real.sinh_pos_iff.mpr (sub_pos.mpr hxy)
  rw [Real.sinh_sub] at h
  linarith
```

## (b) Convexity of the quantum correction

Show that for distinct \(x,y>0\) and \(0<\lambda<1\)

\[ q(\lambda x+(1-\lambda)y)<\lambda q(x)+(1-\lambda)q(y). \]

Differentiate \(q(x)=\ln\sinh x-\ln x\) twice:

\[ q'(x)=\frac{\cosh x}{\sinh x}-\frac1x,\qquad q''(x)=\frac{\sinh^2x-\cosh^2x}{\sinh^2x}+\frac1{x^2}=\frac1{x^2}-\frac1{\sinh^2x}. \]

The function \(\sinh x-x\) vanishes at \(0\) and has derivative \(\cosh x-1>0\) for \(x>0\). Hence \(\sinh x>x>0\) and \(q''(x)>0\), so \(q'\) strictly increases and \(q\) is strictly convex.

The two derivatives are `hd` and `hd2`. The step from \(q''>0\) to increasing \(q'\) is `hmono`, with `Real.self_lt_sinh_iff` supplying \(x<\sinh x\).

```lean
/-- The quantum correction `ln (sinh x / x)` is strictly convex for `x > 0`. -/
theorem strictConvexOn_quantumPart : StrictConvexOn ℝ (Ioi 0) quantumPart := by
  have hd : ∀ x : ℝ, 0 < x →
      HasDerivAt quantumPart (Real.cosh x / Real.sinh x - x⁻¹) x := by
    intro x hx
    have hs := Real.sinh_pos_iff.mpr hx
    have h := ((Real.hasDerivAt_sinh x).fun_div (hasDerivAt_id' x) hx.ne').log
      (div_pos hs hx).ne'
    exact h.congr_deriv (by field_simp)
  have hd2 : ∀ x : ℝ, 0 < x → HasDerivAt (fun x : ℝ => Real.cosh x / Real.sinh x - x⁻¹)
      (1 / x ^ 2 - 1 / Real.sinh x ^ 2) x := by
    intro x hx
    have hs := Real.sinh_pos_iff.mpr hx
    have hnum : Real.sinh x * Real.sinh x - Real.cosh x * Real.cosh x = -1 := by
      linear_combination -(Real.cosh_sq x)
    refine (((Real.hasDerivAt_cosh x).fun_div (Real.hasDerivAt_sinh x) hs.ne').fun_sub
      (hasDerivAt_inv hx.ne')).congr_deriv ?_
    rw [hnum]
    ring
  have hmono : StrictMonoOn (fun x : ℝ => Real.cosh x / Real.sinh x - x⁻¹) (Ioi 0) := by
    apply strictMonoOn_of_deriv_pos (convex_Ioi 0)
      (fun x hx => (hd2 x hx).continuousAt.continuousWithinAt)
    rw [interior_Ioi]
    intro x hx
    have hx : 0 < x := hx
    rw [(hd2 x hx).deriv]
    -- the second derivative is positive because `x < sinh x`
    have hlt : x < Real.sinh x := Real.self_lt_sinh_iff.mpr hx
    exact sub_pos.mpr (one_div_lt_one_div_of_lt (by positivity) (by nlinarith))
  apply StrictMonoOn.strictConvexOn_of_deriv (convex_Ioi 0)
    (fun x hx => (hd x hx).continuousAt.continuousWithinAt)
  rw [interior_Ioi]
  intro x hx y hy hxy
  rw [(hd x hx).deriv, (hd y hy).deriv]
  exact hmono hx hy hxy
```

## (c) Strict Jensen inequality for a mode sum

Let \(f\) be strictly concave on \((0,\infty)\), let \(c>0\), and let the \(w_i>0\) be not all equal. Show that

\[ \sum_i f(w_i/c)<\sum_i f(m/c). \]

Put \(x_i=w_i/c\) and \(\bar x=m/c\), the average of the \(x_i\). A strictly concave function has a supporting line at \(\bar x\), with some slope \(k\):

\[ f(x)\le f(\bar x)+k(x-\bar x),\quad\text{with equality only at }x=\bar x. \]

Sum over \(x=x_i\). The linear terms cancel because \(\sum_i(x_i-\bar x)=0\), and the inequality is strict because at least one \(x_i\) differs from \(\bar x\).

The code calls Mathlib's strict Jensen inequality `lt_map_sum` with all weights \(1/N\). The equation `e` identifies the weighted average with \(m/c\), and the last lines multiply by \(N\).

```lean
/-- For positive frequencies that are not all equal, replacing each by the mean strictly raises
the mode sum of any function that is strictly concave on the positive axis. -/
theorem sum_lt_sum_mean {f : ℝ → ℝ} (hf : StrictConcaveOn ℝ (Ioi 0) f) {w : ι → ℝ}
    (hw : ∀ i, 0 < w i) (hne : ∃ i j, w i ≠ w j) {c : ℝ} (hc : 0 < c) :
    ∑ i, f (w i / c) < ∑ _i : ι, f (meanFreq w / c) := by
  obtain ⟨i, j, hij⟩ := hne
  have : Nonempty ι := ⟨i⟩
  have hN : (0 : ℝ) < Fintype.card ι := by exact_mod_cast Fintype.card_pos
  have h := hf.lt_map_sum (t := Finset.univ) (w := fun _ => (Fintype.card ι : ℝ)⁻¹)
    (p := fun k => w k / c) (fun _ _ => inv_pos.mpr hN)
    (by
      simp only [Finset.sum_const, Finset.card_univ, nsmul_eq_mul]
      exact mul_inv_cancel₀ hN.ne')
    (fun k _ => Set.mem_Ioi.mpr (div_pos (hw k) hc))
    ⟨i, Finset.mem_univ i, j, Finset.mem_univ j, fun h => hij ((div_left_inj' hc.ne').mp h)⟩
  simp only [smul_eq_mul, ← Finset.mul_sum, ← Finset.sum_div] at h
  have e : (Fintype.card ι : ℝ)⁻¹ * ((∑ k, w k) / c) = meanFreq w / c := by
    unfold meanFreq
    ring
  rw [e, inv_mul_lt_iff₀ hN] at h
  rwa [Finset.sum_const, Finset.card_univ, nsmul_eq_mul]
```

## (d) Sign of the mean

For \(N\ge1\) and all \(w_i>0\), show that

\[ m>0. \]

A nonempty sum of positive numbers is positive, and so is its quotient by \(N\). `Finset.sum_pos` and `div_pos` are these two steps.

```lean
/-- The mean of a nonempty finite set of positive frequencies is positive. -/
theorem meanFreq_pos [Nonempty ι] {w : ι → ℝ} (hw : ∀ i, 0 < w i) : 0 < meanFreq w :=
  div_pos (Finset.sum_pos (fun i _ => hw i) Finset.univ_nonempty)
    (by exact_mod_cast Fintype.card_pos)
```

## (e) Classical and quantum parts of the excess

Let \(\Delta F(T)=F_m(T)-F_w(T)\), where \(F_m\) is the free energy with every frequency equal to \(m\). For \(N\ge1\) and \(T>0\), show that

\[ \frac{\Delta F(T)}T=\sum_i\ln\frac m{w_i}+\sum_i\left[q\!\left(\frac m{2T}\right)-q\!\left(\frac{w_i}{2T}\right)\right]. \]

For any \(a>0\), set \(x=a/(2T)\). Since \(2\sinh x=2x\cdot(\sinh x/x)\),

\[ \ln(2\sinh x)=\ln\frac aT+q(x)=\ln a-\ln T+q\!\left(\frac a{2T}\right). \]

Use this for \(a=m\) and for \(a=w_i\), subtract, and sum over \(i\). The terms \(\ln T\) cancel.

The displayed one-mode identity is `key`. `Finset.sum_congr` then reduces the claim to one mode at a time. The frequencies may be equal here, in which case both sides are zero.

```lean
/-- For positive frequencies and `T > 0`, the free-energy excess of the mean-frequency model divided
by `T` is the classical sum `∑ ln (m / w i)` plus the sum over the modes of the differences of
`quantumPart`. -/
theorem excess_div [Nonempty ι] {w : ι → ℝ} (hw : ∀ i, 0 < w i) {T : ℝ} (hT : 0 < T) :
    (freeEnergy (fun _ : ι => meanFreq w) T - freeEnergy w T) / T
      = ∑ i, Real.log (meanFreq w / w i)
        + ∑ i, (quantumPart (meanFreq w / (2 * T)) - quantumPart (w i / (2 * T))) := by
  have hm := meanFreq_pos hw
  have h2 : (2 : ℝ) ≠ 0 := by norm_num
  have key : ∀ a : ℝ, 0 < a → Real.log (2 * Real.sinh (a / (2 * T)))
      = Real.log a - Real.log T + quantumPart (a / (2 * T)) := by
    intro a ha
    have h2T : 0 < 2 * T := by positivity
    have hx : 0 < a / (2 * T) := div_pos ha h2T
    have hs := Real.sinh_pos_iff.mpr hx
    rw [quantumPart, Real.log_mul h2 hs.ne', Real.log_div hs.ne' hx.ne',
      Real.log_div ha.ne' h2T.ne', Real.log_mul h2 hT.ne']
    ring
  simp only [freeEnergy]
  rw [← Finset.sum_sub_distrib, Finset.sum_div, ← Finset.sum_add_distrib]
  refine Finset.sum_congr rfl fun i _ => ?_
  rw [← mul_sub, mul_div_cancel_left₀ _ hT.ne', key _ hm, key _ (hw i),
    Real.log_div hm.ne' (hw i).ne']
  ring
```

## (f) Upper bound at finite temperature

For \(w_i>0\) not all equal and \(T>0\), show that

\[ \Delta F(T)<T\sum_i\ln\frac m{w_i}. \]

By (b), \(-q\) is strictly concave. Part (c) with \(f=-q\) and \(c=2T\) gives

\[ \sum_i\left[q\!\left(\frac m{2T}\right)-q\!\left(\frac{w_i}{2T}\right)\right]<0. \]

Insert this in (e) and multiply by \(T\). The bound is the excess that classical oscillators with the same frequencies would give, so the quantum correction lowers the excess.

In the code `J` is the Jensen inequality for \(-q\), and `linarith` combines it with `excess_div`.

```lean
/-- For positive frequencies that are not all equal, the free-energy excess of the
mean-frequency model lies strictly below `T ∑ ln (m / w i)` at every `T > 0`. -/
theorem excess_lt_classical {w : ι → ℝ} (hw : ∀ i, 0 < w i) (hne : ∃ i j, w i ≠ w j)
    {T : ℝ} (hT : 0 < T) :
    freeEnergy (fun _ : ι => meanFreq w) T - freeEnergy w T
      < T * ∑ i, Real.log (meanFreq w / w i) := by
  have : Nonempty ι := ⟨hne.choose⟩
  have J := sum_lt_sum_mean strictConvexOn_quantumPart.neg hw hne (mul_pos two_pos hT)
  simp only [Pi.neg_apply, Finset.sum_neg_distrib] at J
  rw [← div_lt_iff₀' hT, excess_div hw hT, Finset.sum_sub_distrib]
  linarith
```

## (g) Quantum correction at high temperature

For fixed \(a>0\), show that

\[ \lim_{T\to\infty}q\!\left(\frac a{2T}\right)=0. \]

As \(x\to0\) with \(x\ne0\),

\[ \frac{\sinh x}x=\frac{\sinh x-\sinh0}{x-0}\to\cosh0=1. \]

The logarithm is continuous at \(1\), so \(q(x)\to0\). For \(T\to\infty\) the argument \(x=a/(2T)\) tends to zero and stays positive.

`tendsto_slope_zero` is the limit of the difference quotient, and `hq` is the limit of \(q(x)\) as \(x\to0\) through nonzero values. The last two lines check that \(a/(2T)\ne0\) once \(T>0\).

```lean
/-- The quantum correction to the free energy of a mode of positive frequency, divided by `T`, tends
to zero as `T → ∞`. -/
theorem quantumPart_tendsto_zero {a : ℝ} (ha : 0 < a) :
    Tendsto (fun T : ℝ => quantumPart (a / (2 * T))) atTop (𝓝 0) := by
  -- `sinh x / x` tends to the slope of `sinh` at the origin
  have h := (Real.hasDerivAt_sinh 0).tendsto_slope_zero
  simp only [zero_add, Real.sinh_zero, sub_zero, smul_eq_mul, Real.cosh_zero] at h
  have h2 := h.log one_ne_zero
  rw [Real.log_one] at h2
  have hq : Tendsto quantumPart (𝓝[≠] 0) (𝓝 0) :=
    h2.congr fun x => by rw [quantumPart, div_eq_inv_mul]
  have h3 : Tendsto (fun T : ℝ => 2 * T) atTop atTop := tendsto_id.const_mul_atTop two_pos
  refine hq.comp (tendsto_nhdsWithin_iff.mpr ⟨h3.const_div_atTop a, ?_⟩)
  filter_upwards [eventually_gt_atTop (0 : ℝ)] with T hT
  exact (div_pos ha (mul_pos two_pos hT)).ne'
```

## (h) Zero-point energy, free energy and high-temperature limit

For \(w_i>0\) not all equal, show that

\[ \sum_i\frac m2=\sum_i\frac{w_i}2,\qquad F_w(T)<F_m(T)\ \text{ for all }T>0,\qquad \lim_{T\to\infty}\frac{\Delta F(T)}T=\sum_i\ln\frac m{w_i}. \]

The first sum is \(Nm/2\), and \(Nm=\sum_iw_i\).

For the second claim, (a) allows \(f=L\) in (c). With \(c=2T\),

\[ \sum_i\ln\!\left(2\sinh\frac{w_i}{2T}\right)<\sum_i\ln\!\left(2\sinh\frac m{2T}\right), \]

and multiplication by \(T>0\) gives \(F_w(T)<F_m(T)\).

For the third, (d) gives \(m>0\), so (g) applies to \(a=m\) and to each \(a=w_i\). Every difference of \(q\) in (e) therefore tends to zero, and so does their finite sum. The classical sum remains.

For finitely many independent harmonic modes with fixed positive frequencies that are not all equal, this settles the sign of the error in an Einstein model fitted to the zero-point energy: its vibrational free energy is too high at every positive temperature.

The Lean statement joins the three claims by `∧`, and the proof treats them in the same order. In the last one, `congr'` transfers the limit from the right-hand side of (e) to \(\Delta F/T\), because the two agree for all \(T>0\).

```lean
/-- Replacing positive frequencies, not all equal, by their mean `m` keeps the zero-point energy
and strictly raises the harmonic free energy at every `T > 0`; the excess divided by `T` tends
to `∑ ln (m / w i)` as `T → ∞`. -/
theorem mean_frequency_replacement {w : ι → ℝ} (hw : ∀ i, 0 < w i)
    (hne : ∃ i j, w i ≠ w j) :
    zeroPoint (fun _ : ι => meanFreq w) = zeroPoint w ∧
    (∀ T : ℝ, 0 < T → freeEnergy w T < freeEnergy (fun _ : ι => meanFreq w) T) ∧
    Tendsto (fun T : ℝ => (freeEnergy (fun _ : ι => meanFreq w) T - freeEnergy w T) / T)
      atTop (𝓝 (∑ i, Real.log (meanFreq w / w i))) := by
  have : Nonempty ι := ⟨hne.choose⟩
  refine ⟨?_, fun T hT => ?_, ?_⟩
  · have hN : (Fintype.card ι : ℝ) ≠ 0 := by exact_mod_cast Fintype.card_ne_zero
    simp only [zeroPoint, meanFreq]
    rw [Finset.sum_const, Finset.card_univ, nsmul_eq_mul, ← Finset.sum_div, ← mul_div_assoc,
      mul_div_cancel₀ _ hN]
  · -- strict Jensen inequality for `ln (2 sinh x)`
    have J := sum_lt_sum_mean strictConcaveOn_log_sinh hw hne (mul_pos two_pos hT)
    simp only [freeEnergy, ← Finset.mul_sum]
    exact mul_lt_mul_of_pos_left J hT
  · -- only the classical part of the excess survives at high temperature
    have h : Tendsto (fun T : ℝ => ∑ i, Real.log (meanFreq w / w i)
        + ∑ i, (quantumPart (meanFreq w / (2 * T)) - quantumPart (w i / (2 * T)))) atTop
        (𝓝 (∑ i, Real.log (meanFreq w / w i) + ∑ _i : ι, ((0 : ℝ) - 0))) :=
      tendsto_const_nhds.add (tendsto_finsetSum _ fun i _ =>
        (quantumPart_tendsto_zero (meanFreq_pos hw)).sub (quantumPart_tendsto_zero (hw i)))
    simp only [sub_zero, Finset.sum_const_zero, add_zero] at h
    refine h.congr' ?_
    filter_upwards [eventually_gt_atTop (0 : ℝ)] with T hT
    exact (excess_div hw hT).symm

end

end MeanFrequencyReplacement
```

```lean
#print axioms MeanFrequencyReplacement.excess_lt_classical
-- 'MeanFrequencyReplacement.excess_lt_classical' depends on axioms: [propext, Classical.choice, Quot.sound]
#print axioms MeanFrequencyReplacement.mean_frequency_replacement
-- 'MeanFrequencyReplacement.mean_frequency_replacement' depends on axioms: [propext, Classical.choice, Quot.sound]
```
